# Mixing with an equivariant self-consistency map keeps a symmetric start symmetric, and a unique fixed point is symmetric

Let a group $G$ act on a normed space $E$ by continuous linear maps $\rho_g$, and let $F:E\to E$ satisfy $F(\rho_g x)=\rho_g F(x)$. If each new iterate is a linear combination of earlier iterates and their $F$-values, an invariant start gives invariant iterates and invariant limits. If $F$ has exactly one fixed point, that point is invariant. For a self-consistent-field calculation with an equivariant $F$, scalar mixing coefficients and exact arithmetic, the result on iterates and limits means that a symmetric initial guess cannot lead to a symmetry-broken solution.

## Symmetric vectors and mixing runs

Think of $E$ as a space of densities or density matrices, and of $F$ as the map from an input density to the output density. The scalars $𝕜$ may be real or complex. Neither finite dimension nor completeness of $E$ is required, and $F$ need be neither linear nor continuous.

In Lean 4 with Mathlib:

```lean
import Mathlib

open Filter Topology

namespace SymmetricMixing

noncomputable section

variable {𝕜 G E : Type*} [NontriviallyNormedField 𝕜] [Group G]
  [NormedAddCommGroup E] [NormedSpace 𝕜 E]
```

A vector is invariant if $\rho_g x=x$ for all $g$. Since each $\rho_g$ is linear, sums and scalar multiples of invariant vectors are invariant, so these vectors form a subspace.

```lean
/-- The subspace of vectors left unchanged by every symmetry operation. -/
def invariants (ρ : G →* (E →L[𝕜] E)) : Submodule 𝕜 E where
  carrier := {x | ∀ g, ρ g x = x}
  zero_mem' := fun g => map_zero (ρ g)
  add_mem' := fun {x y} hx hy g => by rw [map_add, hx g, hy g]
  smul_mem' := fun c x hx g => by rw [map_smul, hx g]
```

Equivariance of $F$ is a hypothesis about the physical model. It holds if the mean-field Hamiltonian built from $\rho_g x$ is the transform of the one built from $x$, and the occupation rule respects the symmetry. Filling only some orbitals of a degenerate level can violate it.

```lean
/-- The self-consistency map `F` commutes with every symmetry operation. -/
def Equivariant (ρ : G →* (E →L[𝕜] E)) (F : E → E) : Prop :=
  ∀ g x, F (ρ g x) = ρ g (F x)
```

A mixing run obeys, for every $n\ge 0$,
$$x_{n+1}=\sum_{i=0}^{n}\bigl(a_{n,i}\,x_i+b_{n,i}\,F(x_i)\bigr).$$
Linear mixing with parameter $\alpha$ has $a_{n,n}=1-\alpha$, $b_{n,n}=\alpha$ and all other coefficients zero. The coefficients are arbitrary scalars, so they may have been computed from the run itself, as in Anderson mixing or DIIS. For DIIS on Fock matrices, $E$ is the space of these matrices, and $F$ maps an input Fock matrix to the one built from the density matrix that it yields. A preconditioner that acts as an operator on the residual is not covered.

```lean
/-- Each new iterate is a linear combination, with coefficients `a n i` and `b n i`,
of all earlier iterates and their `F`-values. -/
def IsMixingRun (F : E → E) (a b : ℕ → ℕ → 𝕜) (x : ℕ → E) : Prop :=
  ∀ n, x (n + 1) = ∑ i ∈ Finset.range (n + 1), (a n i • x i + b n i • F (x i))
```

Membership in the subspace `invariants ρ` unfolds to the defining condition.

```lean
/-- A vector lies in the invariant subspace exactly when every symmetry operation fixes it. -/
theorem mem_invariants {ρ : G →* (E →L[𝕜] E)} {x : E} :
    x ∈ invariants ρ ↔ ∀ g, ρ g x = x := Iff.rfl
```

## Closedness of the invariant subspace

For fixed $g$, the set $\{x:\rho_g x=x\}$ is closed, because both sides of the equation are continuous in $x$. The invariant subspace is the intersection of these sets over all $g$, hence closed. The proof establishes this intersection formula and then applies `isClosed_iInter`.

```lean
/-- The invariant subspace is closed. -/
theorem isClosed_invariants (ρ : G →* (E →L[𝕜] E)) :
    IsClosed (invariants ρ : Set E) := by
  have h : (invariants ρ : Set E) = ⋂ g, {x | ρ g x = x} := by
    ext y
    simp [mem_invariants]
  rw [h]
  exact isClosed_iInter fun g => isClosed_eq (ρ g).continuous continuous_id
```

## Symmetry along the run

Applying $\rho_g$ to the mixing rule gives, by linearity and equivariance,
$$\rho_g x_{n+1}=\sum_{i=0}^{n}\bigl(a_{n,i}\,\rho_g x_i+b_{n,i}\,F(\rho_g x_i)\bigr).$$
The transformed sequence is therefore a mixing run with the same coefficients, whether or not the start is invariant. The final `simp only` moves $\rho_g$ through the sum in this way.

```lean
/-- If `F` is equivariant, applying a symmetry operation to a whole mixing run gives a mixing run
with the same coefficients. -/
theorem IsMixingRun.map {ρ : G →* (E →L[𝕜] E)} {F : E → E} {a b : ℕ → ℕ → 𝕜}
    {x : ℕ → E} (hF : Equivariant ρ F) (hx : IsMixingRun F a b x) (g : G) :
    IsMixingRun F a b (fun n => ρ g (x n)) := by
  have hg : ∀ y, F (ρ g y) = ρ g (F y) := hF g
  intro n
  show ρ g (x (n + 1)) = _
  rw [hx n]
  simp only [map_sum, map_add, map_smul, hg]
```

Now let $x_0$ be invariant. If $y$ is invariant, then $\rho_g F(y)=F(\rho_g y)=F(y)$, so $F(y)$ is invariant too; this is `hinv`. Suppose $x_0,\dots,x_n$ are invariant. Then $x_{n+1}$ is a linear combination of invariant vectors and is itself invariant. Strong induction, in `hall`, covers all iterates.

If $x_{\varphi(k)}\to y$ for some choice of indices $\varphi(k)$, closedness makes $y$ invariant. The theorem assumes this convergence, and it does not say that $y$ is a fixed point.

```lean
/-- If `F` is equivariant, a mixing run with an invariant start has only invariant iterates, and
every limit of a sequence selected from the iterates is invariant. -/
theorem mixing_preserves_symmetry {ρ : G →* (E →L[𝕜] E)} {F : E → E}
    {a b : ℕ → ℕ → 𝕜} {x : ℕ → E} (hF : Equivariant ρ F)
    (hx : IsMixingRun F a b x) (h0 : x 0 ∈ invariants ρ) :
    (∀ n, x n ∈ invariants ρ) ∧
      ∀ (φ : ℕ → ℕ) (y : E), Tendsto (fun k => x (φ k)) atTop (𝓝 y) →
        y ∈ invariants ρ := by
  -- `F` maps the invariant subspace into itself
  have hinv : ∀ y ∈ invariants ρ, F y ∈ invariants ρ := by
    intro y hy
    rw [mem_invariants]
    intro g
    rw [← hF g y, mem_invariants.1 hy g]
  -- each step stays in the subspace spanned by invariant vectors
  have hall : ∀ n, x n ∈ invariants ρ := by
    intro n
    induction n using Nat.strong_induction_on with
    | _ n ih =>
      cases n with
      | zero => exact h0
      | succ n =>
        rw [hx n]
        refine Submodule.sum_mem _ fun i hi => ?_
        have hi' := ih i (Finset.mem_range.1 hi)
        exact Submodule.add_mem _ (Submodule.smul_mem _ _ hi')
          (Submodule.smul_mem _ _ (hinv _ hi'))
  -- closedness carries the symmetry over to limits
  exact ⟨hall, fun φ y hy =>
    (isClosed_invariants ρ).mem_of_tendsto hy (Eventually.of_forall fun k => hall (φ k))⟩
```

## Symmetry of a unique fixed point

Let $F_p$ depend on a parameter $p$, such as the nuclear positions or an external field, which $G$ also transforms, with $F_{g\cdot p}(\rho_g x)=\rho_g F_p(x)$. Assume that for every $p$ there is exactly one fixed point, $\mathrm{sol}(p)$. Then
$$F_{g\cdot p}(\rho_g\,\mathrm{sol}(p))=\rho_g F_p(\mathrm{sol}(p))=\rho_g\,\mathrm{sol}(p),$$
and uniqueness at $g\cdot p$ gives $\mathrm{sol}(g\cdot p)=\rho_g\,\mathrm{sol}(p)$. The two rewrites `hF` and `hfix` are the two equalities.

```lean
/-- Suppose that `F (g • p) (ρ g x) = ρ g (F p x)` for all `g`, `p` and `x`, and that `F p` has
exactly one fixed point for every `p`. Then the unique fixed point at the transformed parameter is
the transformed fixed point. -/
theorem fixedPoint_covariant {P : Type*} [MulAction G P] {ρ : G →* (E →L[𝕜] E)}
    {F : P → E → E} (hF : ∀ g p x, F (g • p) (ρ g x) = ρ g (F p x))
    {sol : P → E} (hfix : ∀ p, F p (sol p) = sol p)
    (huniq : ∀ p y, F p y = y → y = sol p) (g : G) (p : P) :
    sol (g • p) = ρ g (sol p) :=
  (huniq _ _ (by rw [hF, hfix])).symm
```

Without a parameter, the same argument shows that $\rho_g y$ is a fixed point whenever $y$ is, so a unique $y$ satisfies $\rho_g y=y$.

```lean
/-- A unique fixed point of an equivariant self-consistency map is invariant. -/
theorem unique_fixedPoint_invariant {ρ : G →* (E →L[𝕜] E)} {F : E → E}
    (hF : Equivariant ρ F) {y : E} (hfix : F y = y)
    (huniq : ∀ z, F z = z → z = y) : y ∈ invariants ρ := by
  rw [mem_invariants]
  intro g
  exact huniq _ (by rw [hF g y, hfix])
```

## A symmetric map with a non-symmetric solution

Without uniqueness, a fixed point need not be invariant. Take real pairs $(s,d)$, read as the sum and difference of two spin populations. Exchanging the spins reverses $d$. The group is $\{1,-1\}$, written `ℤˣ`.

```lean
/-- The two-element group acting on pairs `(s, d)` by keeping `s` and multiplying `d`
by the sign. -/
def reflection : ℤˣ →* (ℝ × ℝ →L[ℝ] ℝ × ℝ) where
  toFun u := (ContinuousLinearMap.fst ℝ ℝ ℝ).prod
    (((u : ℤ) : ℝ) • ContinuousLinearMap.snd ℝ ℝ ℝ)
  map_one' := by
    refine ContinuousLinearMap.ext fun p => Prod.ext ?_ ?_ <;> simp
  map_mul' u v := by
    refine ContinuousLinearMap.ext fun p => Prod.ext ?_ ?_ <;> simp [mul_assoc]
```

The map is
$$F(s,d)=\Bigl(1+\frac{s}{2},\ \frac{3d-d^3}{2}\Bigr),$$
a toy model not derived from any Hamiltonian.

```lean
/-- A model self-consistency map on pairs `(s, d)`, affine in `s` and cubic in `d`. -/
def model (p : ℝ × ℝ) : ℝ × ℝ := (1 + p.1 / 2, (3 * p.2 - p.2 ^ 3) / 2)
```

Invariance under the reflection requires $-d=d$, that is, $d=0$.

```lean
/-- A pair `(s, d)` is invariant under the reflection exactly when `d = 0`. -/
theorem mem_invariants_reflection (p : ℝ × ℝ) :
    p ∈ invariants reflection ↔ p.2 = 0 := by
  constructor
  · intro h
    have h2 : (((-1 : ℤˣ) : ℤ) : ℝ) * p.2 = p.2 :=
      congrArg Prod.snd (mem_invariants.1 h (-1))
    simp only [Units.val_neg, Units.val_one, Int.cast_neg, Int.cast_one] at h2
    linarith
  · intro h
    rw [mem_invariants]
    intro u
    have h2 : ((u : ℤ) : ℝ) * p.2 = p.2 := by rw [h, mul_zero]
    exact Prod.ext rfl h2
```

The second component of $F$ is odd in $d$ and the first does not contain $d$, so $F$ is equivariant; the proof checks the two signs separately. Moreover $F(2,1)=(1+1,(3-1)/2)=(2,1)$, and $d=1\neq 0$.

```lean
/-- The model map commutes with the reflection, and it has the fixed point `(2, 1)`,
which is not invariant. -/
theorem broken_symmetry_witness :
    Equivariant reflection model ∧ model (2, 1) = (2, 1) ∧
      ((2, 1) : ℝ × ℝ) ∉ invariants reflection := by
  refine ⟨?_, ?_, ?_⟩
  · intro u p
    -- only the odd second component has to be checked
    have h : (3 * (((u : ℤ) : ℝ) * p.2) - (((u : ℤ) : ℝ) * p.2) ^ 3) / 2
        = ((u : ℤ) : ℝ) * ((3 * p.2 - p.2 ^ 3) / 2) := by
      rcases Int.units_eq_one_or u with rfl | rfl <;>
        simp only [Units.val_neg, Units.val_one, Int.cast_neg, Int.cast_one] <;> ring
    exact Prod.ext rfl h
  · norm_num [model]
  · rw [mem_invariants_reflection]
    norm_num
```

A mixing run that starts with $d=0$ nevertheless keeps $d=0$, whatever its coefficients, by the theorem on runs. It never reaches $(2,1)$, so finding that solution by mixing requires a start with $d\neq 0$.

```lean
/-- Every mixing run of the model map that starts with `d = 0` keeps `d = 0`. -/
theorem model_run_trapped {a b : ℕ → ℕ → ℝ} {x : ℕ → ℝ × ℝ}
    (hx : IsMixingRun model a b x) (h0 : (x 0).2 = 0) (n : ℕ) : (x n).2 = 0 :=
  (mem_invariants_reflection _).1
    ((mixing_preserves_symmetry broken_symmetry_witness.1 hx
      ((mem_invariants_reflection _).2 h0)).1 n)

end

end SymmetricMixing
```

```lean
#print axioms SymmetricMixing.IsMixingRun.map
-- 'SymmetricMixing.IsMixingRun.map' depends on axioms: [propext, Classical.choice, Quot.sound]
#print axioms SymmetricMixing.fixedPoint_covariant
-- 'SymmetricMixing.fixedPoint_covariant' depends on axioms: [propext, Classical.choice, Quot.sound]
#print axioms SymmetricMixing.unique_fixedPoint_invariant
-- 'SymmetricMixing.unique_fixedPoint_invariant' depends on axioms: [propext, Classical.choice, Quot.sound]
#print axioms SymmetricMixing.model_run_trapped
-- 'SymmetricMixing.model_run_trapped' depends on axioms: [propext, Classical.choice, Quot.sound]
```
